# Closed form of the Coulomb form factor for the lowest subband of an infinite well

## Density, kernel and units

Lengths across the well are measured in units of its width, so z and w run from 0 to 1. For in-plane wave number k and width L, set x = kL. All quantities are real, and integrals such as `∫ z in (0 : ℝ)..1` are ordinary integrals over the well.

In Lean 4 with Mathlib:

```lean
import Mathlib

open Real Filter Topology

namespace SubbandFormFactor

noncomputable section
```

The lowest state between infinite barriers is √2 sin(πz), with density

ρ(z) = 2 sin²(πz).

```lean
/-- Probability density of the lowest subband across an infinite well of unit width. -/
def density (z : ℝ) : ℝ := 2 * Real.sin (π * z) ^ 2
```

Fourier transforming the Coulomb interaction e²/r in the plane (Gaussian units) leaves (2πe²/k) exp(−x|z−w|) between charges at heights z and w, measured in units of L. This standard kernel is taken as the starting point, without its prefactor. The potential of the subband density is then

φ(z) = ∫₀¹ ρ(w) exp(−x|z−w|) dw.

```lean
/-- Potential at `z` of the subband density, for the kernel `exp (-x |z - w|)`. -/
def potential (x z : ℝ) : ℝ :=
  ∫ w in (0 : ℝ)..1, density w * Real.exp (-x * |z - w|)
```

Averaging over the second density gives the form factor

F(x) = ∫₀¹ ∫₀¹ ρ(z) ρ(w) exp(−x|z−w|) dw dz.

In a calculation for electrons confined to this one subband, in a uniform dielectric whose constant is absorbed into e², the two-dimensional interaction 2πe²/k is multiplied by F(kL). This reduction is the geometric effect of finite width; there is no polarisation of the electrons, no image charge and no mixing with higher subbands.

```lean
/-- Subband form factor: the kernel `exp (-x |z - w|)` averaged over two subband densities. -/
def formFactor (x : ℝ) : ℝ :=
  ∫ z in (0 : ℝ)..1, ∫ w in (0 : ℝ)..1, density z * density w * Real.exp (-x * |z - w|)
```

For s ≠ 0, integrating (1 − cos(2πw)) exp(sw) gives the primitive

P_s(w) = exp(sw) [1/s − (s cos(2πw) + 2π sin(2πw))/(s² + 4π²)].

```lean
/-- For `s ≠ 0`, an explicit primitive in `w` of the density times the exponential `exp (s w)`. -/
def expPrimitive (s w : ℝ) : ℝ :=
  Real.exp (s * w) *
    (1 / s - (s * Real.cos (2 * π * w) + 2 * π * Real.sin (2 * π * w)) / (s ^ 2 + 4 * π ^ 2))
```

## Moments and exponential integrals

The density is continuous, which supplies the integrability needed below.

```lean
/-- The subband density is continuous. -/
@[fun_prop]
theorem continuous_density : Continuous density := by
  unfold density
  fun_prop
```

The double-angle formula turns it into a constant minus one cosine:

ρ(z) = 1 − cos(2πz).

```lean
/-- The subband density is a constant minus a single cosine. -/
theorem density_eq (z : ℝ) : density z = 1 - Real.cos (2 * π * z) := by
  have h := Real.cos_two_mul (π * z)
  have h1 := Real.sin_sq_add_cos_sq (π * z)
  rw [density, show 2 * π * z = 2 * (π * z) by ring]
  linarith
```

Hence ρ² = 1 − 2 cos(2πz) + cos²(2πz). Primitives of ρ and ρ² are

z − sin(2πz)/(2π),
3z/2 − sin(2πz)/π + sin(2πz) cos(2πz)/(4π).

The sines vanish at both walls, so ∫ρ = 1 and ∫ρ² = 3/2. The proof differentiates these primitives and applies the fundamental theorem of calculus.

```lean
/-- The subband density is normalised, and its square integrates to `3/2`. -/
theorem density_moments :
    (∫ z in (0 : ℝ)..1, density z) = 1 ∧ (∫ z in (0 : ℝ)..1, density z ^ 2) = 3 / 2 := by
  have hpi : π ≠ 0 := Real.pi_ne_zero
  have ha (z : ℝ) : HasDerivAt (fun y : ℝ => 2 * π * y) (2 * π) z :=
    ((hasDerivAt_id' z).const_mul (2 * π)).congr_deriv (mul_one _)
  constructor
  · have h (z : ℝ) : HasDerivAt (fun y : ℝ => y - Real.sin (2 * π * y) / (2 * π))
        (density z) z := by
      refine ((hasDerivAt_id' z).fun_sub ((ha z).sin.div_const (2 * π))).congr_deriv ?_
      rw [density_eq]
      field_simp
    rw [intervalIntegral.integral_eq_sub_of_hasDerivAt (fun z _ => h z)
      (continuous_density.intervalIntegrable _ _)]
    simp
  · have h (z : ℝ) : HasDerivAt (fun y : ℝ => 3 / 2 * y - Real.sin (2 * π * y) / π
        + Real.sin (2 * π * y) * Real.cos (2 * π * y) / (4 * π)) (density z ^ 2) z := by
      refine ((((hasDerivAt_id' z).const_mul (3 / 2)).fun_sub ((ha z).sin.div_const π)).fun_add
        (((ha z).sin.fun_mul (ha z).cos).div_const (4 * π))).congr_deriv ?_
      have hs := Real.sin_sq (2 * π * z)
      rw [density_eq]
      field_simp
      ring_nf at hs ⊢
      rw [hs]
      ring
    rw [intervalIntegral.integral_eq_sub_of_hasDerivAt (fun z _ => h z)
      ((continuous_density.pow 2).intervalIntegrable _ _)]
    simp
```

Differentiating P_s, the bracket with the trigonometric terms contributes

−exp(sw) [s² cos(2πw) + 2πs sin(2πw) − 2πs sin(2πw) + 4π² cos(2πw)]/(s² + 4π²) = −exp(sw) cos(2πw),

and exp(sw)/s contributes exp(sw). Therefore P_s′(w) = ρ(w) exp(sw), and

∫ₐᵇ ρ(w) exp(sw) dw = P_s(b) − P_s(a).

```lean
/-- Integral of the subband density against a growing or decaying exponential. -/
theorem integral_density_mul_exp {s : ℝ} (hs : s ≠ 0) (a b : ℝ) :
    ∫ w in a..b, density w * Real.exp (s * w) = expPrimitive s b - expPrimitive s a := by
  have hD : s ^ 2 + 4 * π ^ 2 ≠ 0 := by positivity
  have h (w : ℝ) : HasDerivAt (expPrimitive s) (density w * Real.exp (s * w)) w := by
    have ha : HasDerivAt (fun y : ℝ => 2 * π * y) (2 * π) w :=
      ((hasDerivAt_id' w).const_mul (2 * π)).congr_deriv (mul_one _)
    have he : HasDerivAt (fun y : ℝ => s * y) s w :=
      ((hasDerivAt_id' w).const_mul s).congr_deriv (mul_one _)
    refine (he.exp.fun_mul ((((ha.cos.const_mul s).fun_add
      (ha.sin.const_mul (2 * π))).div_const (s ^ 2 + 4 * π ^ 2)).const_sub
        (1 / s))).congr_deriv ?_
    rw [density_eq]
    field_simp
    ring
  exact intervalIntegral.integral_eq_sub_of_hasDerivAt (fun w _ => h w)
    (Continuous.intervalIntegrable (by fun_prop) _ _)
```

At the walls the sine is 0 and the cosine is 1, so

P_s(0) = 1/s − s/(s² + 4π²) = 4π²/(s(s² + 4π²)),
P_s(1) = exp(s) P_s(0).

```lean
/-- Values of the primitive at the two walls of the well. -/
theorem expPrimitive_walls {s : ℝ} (hs : s ≠ 0) :
    expPrimitive s 0 = 4 * π ^ 2 / s / (s ^ 2 + 4 * π ^ 2) ∧
    expPrimitive s 1 = Real.exp s * (4 * π ^ 2 / s / (s ^ 2 + 4 * π ^ 2)) := by
  have hD : s ^ 2 + 4 * π ^ 2 ≠ 0 := by positivity
  have h : 1 / s - s / (s ^ 2 + 4 * π ^ 2) = 4 * π ^ 2 / s / (s ^ 2 + 4 * π ^ 2) := by
    field_simp
    ring
  constructor
  · rw [← h]
    simp [expPrimitive]
  · rw [← h]
    simp [expPrimitive]
```

## The potential inside the well

Let x > 0 and 0 ≤ z ≤ 1, and write D = x² + 4π² and A = 4π²/(xD). Splitting the integral at w = z removes the absolute value:

φ(z) = exp(−xz) [P_x(z) − P_x(0)] + exp(xz) [P_₋ₓ(1) − P_₋ₓ(z)].

The two terms evaluated at z give

exp(−xz) P_x(z) = 1/x − (x cos(2πz) + 2π sin(2πz))/D,
−exp(xz) P_₋ₓ(z) = 1/x − (x cos(2πz) − 2π sin(2πz))/D.

Their sines cancel. With P_x(0) = A and P_₋ₓ(1) = −A exp(−x),

φ(z) = 2/x − 2x cos(2πz)/D − A [exp(−xz) + exp(−x) exp(xz)].

In the proof, `hl` and `hr` rewrite the contributions of the charge to the left and right of z, and `linear_combination` uses exp(−xz) exp(xz) = 1.

```lean
/-- Closed form of the potential of the subband density at a point inside the well. -/
theorem potential_eq {x z : ℝ} (hx : 0 < x) (hz : z ∈ Set.Icc (0 : ℝ) 1) :
    potential x z = 2 / x - 2 * x * Real.cos (2 * π * z) / (x ^ 2 + 4 * π ^ 2)
      - 4 * π ^ 2 / x / (x ^ 2 + 4 * π ^ 2)
        * (Real.exp (-x * z) + Real.exp (-x) * Real.exp (x * z)) := by
  have hc : Continuous fun w => density w * Real.exp (-x * |z - w|) := by fun_prop
  -- charge to the left of z
  have hl : ∫ w in (0 : ℝ)..z, density w * Real.exp (-x * |z - w|)
      = Real.exp (-x * z) * ∫ w in (0 : ℝ)..z, density w * Real.exp (x * w) := by
    rw [← intervalIntegral.integral_const_mul]
    apply intervalIntegral.integral_congr
    intro w hw
    rw [Set.uIcc_of_le hz.1] at hw
    dsimp only
    rw [abs_of_nonneg (by linarith [hw.2]), show -x * (z - w) = -x * z + x * w by ring,
      Real.exp_add]
    ring
  -- charge to the right of z
  have hr : ∫ w in z..1, density w * Real.exp (-x * |z - w|)
      = Real.exp (x * z) * ∫ w in z..1, density w * Real.exp (-x * w) := by
    rw [← intervalIntegral.integral_const_mul]
    apply intervalIntegral.integral_congr
    intro w hw
    rw [Set.uIcc_of_le hz.2] at hw
    dsimp only
    rw [abs_of_nonpos (by linarith [hw.1]), show -x * -(z - w) = x * z + -x * w by ring,
      Real.exp_add]
    ring
  have hE : Real.exp (-x * z) * Real.exp (x * z) = 1 := by
    rw [← Real.exp_add, show -x * z + x * z = 0 by ring, Real.exp_zero]
  have hn : -x ≠ 0 := neg_ne_zero.mpr hx.ne'
  rw [potential, ← intervalIntegral.integral_add_adjacent_intervals
    (hc.intervalIntegrable 0 z) (hc.intervalIntegrable z 1), hl, hr,
    integral_density_mul_exp hx.ne', integral_density_mul_exp hn,
    (expPrimitive_walls hx.ne').1, (expPrimitive_walls hn).2]
  unfold expPrimitive
  linear_combination (2 / x - 2 * x * Real.cos (2 * π * z) / (x ^ 2 + 4 * π ^ 2)) * hE
```

## The form factor

Since ρ(z) does not depend on w, it comes out of the inner integral:

F(x) = ∫₀¹ ρ(z) φ(z) dz.

```lean
/-- The form factor is the subband density integrated against its own potential. -/
theorem formFactor_eq_integral_potential (x : ℝ) :
    formFactor x = ∫ z in (0 : ℝ)..1, density z * potential x z := by
  apply intervalIntegral.integral_congr
  intro z _
  dsimp only [potential]
  rw [← intervalIntegral.integral_const_mul]
  simp only [mul_assoc]
```

Replace cos(2πz) by 1 − ρ(z) in φ. The two wall terms, `m1` and `m2`, are equal:

∫₀¹ ρ(z) exp(−xz) dz = A(1 − exp(−x)),
exp(−x) ∫₀¹ ρ(z) exp(xz) dz = exp(−x) A(exp(x) − 1) = A(1 − exp(−x)).

With the two moments,

F(x) = (2/x − 2x/D) · 1 + (2x/D) · (3/2) − 2A²(1 − exp(−x))
= 2/x + x/D − 2A²(1 − exp(−x)).

Putting the first two terms over D and inserting A gives, for every x > 0,

F(x) = (3x + 8π²/x)/(x² + 4π²) − 32π⁴(1 − exp(−x))/(x²(x² + 4π²)²).

This is `formFactor_eq`; `hsplit` performs the replacement, and `field_simp` and `ring` do the final algebra.

In floating-point code the formula loses digits at small x, because contributions of size 2/x cancel. There the expansion F(x) = 1 − (1/3 − 5/(4π²))x + O(x²), carried to sufficient order, is the safer choice.

```lean
/-- Closed form of the infinite-barrier subband form factor for every `x > 0`. -/
theorem formFactor_eq {x : ℝ} (hx : 0 < x) :
    formFactor x = (3 * x + 8 * π ^ 2 / x) / (x ^ 2 + 4 * π ^ 2)
      - 32 * π ^ 4 * (1 - Real.exp (-x)) / (x ^ 2 * (x ^ 2 + 4 * π ^ 2) ^ 2) := by
  have hD : x ^ 2 + 4 * π ^ 2 ≠ 0 := by positivity
  have hn : -x ≠ 0 := neg_ne_zero.mpr hx.ne'
  have hE : Real.exp (-x) * Real.exp x = 1 := by
    rw [← Real.exp_add, neg_add_cancel, Real.exp_zero]
  -- the two wall terms contribute equally
  have m1 : ∫ z in (0 : ℝ)..1, density z * Real.exp (-x * z)
      = 4 * π ^ 2 / x / (x ^ 2 + 4 * π ^ 2) * (1 - Real.exp (-x)) := by
    rw [integral_density_mul_exp hn, (expPrimitive_walls hn).1, (expPrimitive_walls hn).2]
    ring
  have m2 : Real.exp (-x) * ∫ z in (0 : ℝ)..1, density z * Real.exp (x * z)
      = 4 * π ^ 2 / x / (x ^ 2 + 4 * π ^ 2) * (1 - Real.exp (-x)) := by
    rw [integral_density_mul_exp hx.ne', (expPrimitive_walls hx.ne').1,
      (expPrimitive_walls hx.ne').2]
    linear_combination (4 * π ^ 2 / x / (x ^ 2 + 4 * π ^ 2)) * hE
  have hsplit : formFactor x = ∫ z in (0 : ℝ)..1,
      (((2 / x - 2 * x / (x ^ 2 + 4 * π ^ 2)) * density z
        + (2 * x / (x ^ 2 + 4 * π ^ 2)) * density z ^ 2)
      - (4 * π ^ 2 / x / (x ^ 2 + 4 * π ^ 2)) * (density z * Real.exp (-x * z)
        + Real.exp (-x) * (density z * Real.exp (x * z)))) := by
    rw [formFactor_eq_integral_potential]
    apply intervalIntegral.integral_congr
    intro z hz
    rw [Set.uIcc_of_le zero_le_one] at hz
    dsimp only
    rw [potential_eq hx hz, show Real.cos (2 * π * z) = 1 - density z by rw [density_eq]; ring]
    ring
  rw [hsplit, intervalIntegral.integral_sub, intervalIntegral.integral_add,
    intervalIntegral.integral_const_mul, intervalIntegral.integral_const_mul,
    intervalIntegral.integral_const_mul, intervalIntegral.integral_add,
    intervalIntegral.integral_const_mul, m1, m2, density_moments.1, density_moments.2]
  · field_simp
    ring
  all_goals exact Continuous.intervalIntegrable (by fun_prop) _ _
```

## Wells of any width

For L > 0 the normalised density is ρ(z/L)/L. Substituting z = Lu and w = Lv, the factor L² from dz dw cancels the 1/L² from the densities, and k|z−w| = kL|u−v|. The average of exp(−k|z−w|) is therefore F(kL). The lemma `hscale` makes this substitution once for each integral.

```lean
/-- In a well of width `L`, the average of `exp (-k |z - w|)` over two subband densities is
the unit-width form factor at `k L`. -/
theorem formFactor_width (k : ℝ) {L : ℝ} (hL : 0 < L) :
    ∫ z in (0 : ℝ)..L, ∫ w in (0 : ℝ)..L,
      (density (z / L) / L) * (density (w / L) / L) * Real.exp (-k * |z - w|)
      = formFactor (k * L) := by
  have h (z w : ℝ) : (density (z / L) / L) * (density (w / L) / L) * Real.exp (-k * |z - w|)
      = (1 / L ^ 2) * (density (z / L) * density (w / L)
        * Real.exp (-(k * L) * |z / L - w / L|)) := by
    have he : -(k * L) * |z / L - w / L| = -k * |z - w| := by
      rw [← sub_div, abs_div, abs_of_pos hL]
      field_simp
    rw [he]
    field_simp
  -- measure lengths in units of the well width
  have hscale (f : ℝ → ℝ) : ∫ w in (0 : ℝ)..L, f (w / L) = L * ∫ v in (0 : ℝ)..1, f v := by
    have := intervalIntegral.integral_comp_div (a := 0) (b := L) f hL.ne'
    rwa [zero_div, div_self hL.ne', smul_eq_mul] at this
  have hin (z : ℝ) := hscale (fun v => density (z / L) * density v
    * Real.exp (-(k * L) * |z / L - v|))
  have hout := hscale (fun u => ∫ v in (0 : ℝ)..1, density u * density v
    * Real.exp (-(k * L) * |u - v|))
  simp only [h, intervalIntegral.integral_const_mul, hin]
  rw [hout, formFactor]
  field_simp
```

## From a thin sheet to a thick slab

Inside the well 0 ≤ |z−w| ≤ 1, so for x ≥ 0

exp(−x) ≤ exp(−x|z−w|) ≤ 1.

Multiplying by the non-negative densities and integrating gives exp(−x) ≤ F(x) ≤ 1. The proof bounds φ first and then integrates against ρ. At x = 0 both bounds equal 1, so F(0) = 1, a value that the closed form cannot supply by substitution.

```lean
/-- For `x ≥ 0` the form factor lies between `exp (-x)` and one. -/
theorem formFactor_bounds {x : ℝ} (hx : 0 ≤ x) :
    Real.exp (-x) ≤ formFactor x ∧ formFactor x ≤ 1 := by
  have hρ (z : ℝ) : 0 ≤ density z := by unfold density; positivity
  have hc (z : ℝ) : Continuous fun w => density w * Real.exp (-x * |z - w|) := by fun_prop
  have hφ : Continuous (potential x) := by
    refine intervalIntegral.continuous_parametric_intervalIntegral_of_continuous'
      (f := fun z w => density w * Real.exp (-x * |z - w|)) ?_ 0 1
    change Continuous fun p : ℝ × ℝ => density p.2 * Real.exp (-x * |p.1 - p.2|)
    fun_prop
  have hconst : ∫ z in (0 : ℝ)..1, density z * Real.exp (-x) = Real.exp (-x) := by
    rw [intervalIntegral.integral_mul_const, density_moments.1, one_mul]
  have hlow : ∀ z ∈ Set.Icc (0 : ℝ) 1, Real.exp (-x) ≤ potential x z := by
    intro z hz
    rw [← hconst]
    refine intervalIntegral.integral_mono_on zero_le_one
      (Continuous.intervalIntegrable (by fun_prop) _ _) ((hc z).intervalIntegrable _ _) ?_
    intro w hw
    have hd : |z - w| ≤ 1 := abs_le.mpr ⟨by linarith [hz.1, hw.2], by linarith [hz.2, hw.1]⟩
    exact mul_le_mul_of_nonneg_left (Real.exp_le_exp.mpr (by nlinarith)) (hρ w)
  have hup (z : ℝ) : potential x z ≤ 1 := by
    rw [← density_moments.1]
    refine intervalIntegral.integral_mono_on zero_le_one ((hc z).intervalIntegrable _ _)
      (continuous_density.intervalIntegrable _ _) ?_
    intro w _
    have he : Real.exp (-x * |z - w|) ≤ 1 :=
      Real.exp_le_one_iff.mpr (by nlinarith [abs_nonneg (z - w)])
    exact mul_le_of_le_one_right (hρ w) he
  have hi : IntervalIntegrable (fun z => density z * potential x z)
      MeasureTheory.volume 0 1 := (continuous_density.mul hφ).intervalIntegrable 0 1
  rw [formFactor_eq_integral_potential]
  constructor
  · calc Real.exp (-x) = ∫ z in (0 : ℝ)..1, density z * Real.exp (-x) := hconst.symm
      _ ≤ _ := intervalIntegral.integral_mono_on zero_le_one
        (Continuous.intervalIntegrable (by fun_prop) _ _) hi
        (fun z hz => mul_le_mul_of_nonneg_left (hlow z hz) (hρ z))
  · exact le_trans (intervalIntegral.integral_mono_on zero_le_one hi
      (continuous_density.intervalIntegrable 0 1)
      (fun z _ => mul_le_of_le_one_right (hρ z) (hup z))) density_moments.1.le
```

As x → 0 from above, the same bounds squeeze F(x) to 1, the strictly two-dimensional interaction. For large x, the closed form gives

xF(x) = 3 − 4π²/D − 32π⁴(1 − exp(−x))/(xD²) → 3 = 2∫ρ².

In this limit the kernel is short-ranged compared with the well, and the interaction samples the density locally: (2πe²/k)F(kL) approaches (4πe²/k²) · 3/(2L), the three-dimensional Coulomb factor times the integrated square of the density in a well of width L. For a density that is the product of an in-plane profile and this subband density, the closed form gives the k > 0 part of the direct (Hartree) Coulomb energy exactly at every width; exchange and correlation are not treated.

The first limit in `formFactor_crossover` uses the squeeze, and the second takes the three terms above separately.

```lean
/-- The form factor tends to one as `x` tends to zero from above, and `x` times the form factor
tends to twice the integral of the squared density as `x` grows. -/
theorem formFactor_crossover :
    Tendsto formFactor (𝓝[>] 0) (𝓝 1) ∧
    Tendsto (fun x => x * formFactor x) atTop (𝓝 (2 * ∫ z in (0 : ℝ)..1, density z ^ 2)) := by
  constructor
  · have he : Tendsto (fun x : ℝ => Real.exp (-x)) (𝓝[>] 0) (𝓝 1) := by
      have h : Continuous fun x : ℝ => Real.exp (-x) := by fun_prop
      have h0 := h.tendsto 0
      rw [neg_zero, Real.exp_zero] at h0
      exact h0.mono_left nhdsWithin_le_nhds
    refine tendsto_of_tendsto_of_tendsto_of_le_of_le' he tendsto_const_nhds ?_ ?_
    · filter_upwards [self_mem_nhdsWithin] with x hx
      exact (formFactor_bounds (le_of_lt hx)).1
    · filter_upwards [self_mem_nhdsWithin] with x hx
      exact (formFactor_bounds (le_of_lt hx)).2
  · have hD : Tendsto (fun x : ℝ => x ^ 2 + 4 * π ^ 2) atTop atTop :=
      tendsto_atTop_add_const_right _ _ (tendsto_pow_atTop two_ne_zero)
    have hD2 : Tendsto (fun x : ℝ => x * (x ^ 2 + 4 * π ^ 2) ^ 2) atTop atTop :=
      tendsto_id.atTop_mul_atTop₀ ((tendsto_pow_atTop two_ne_zero).comp hD)
    have hN : Tendsto (fun x : ℝ => 32 * π ^ 4 * (1 - Real.exp (-x))) atTop
        (𝓝 (32 * π ^ 4 * (1 - 0))) :=
      (Real.tendsto_exp_neg_atTop_nhds_zero.const_sub 1).const_mul _
    have hA : Tendsto (fun _ : ℝ => 4 * π ^ 2) atTop (𝓝 (4 * π ^ 2)) := tendsto_const_nhds
    have h3 : Tendsto (fun _ : ℝ => (3 : ℝ)) atTop (𝓝 3) := tendsto_const_nhds
    have hlim := (h3.sub (hA.div_atTop hD)).sub (hN.div_atTop hD2)
    rw [density_moments.2, show (2 : ℝ) * (3 / 2) = 3 - 0 - 0 by norm_num]
    refine hlim.congr' ?_
    filter_upwards [eventually_gt_atTop (0 : ℝ)] with x hx
    have hne : x ^ 2 + 4 * π ^ 2 ≠ 0 := by positivity
    rw [formFactor_eq hx]
    field_simp
    ring

end

end SubbandFormFactor
```

```lean
#print axioms SubbandFormFactor.formFactor_eq
-- 'SubbandFormFactor.formFactor_eq' depends on axioms: [propext, Classical.choice, Quot.sound]
#print axioms SubbandFormFactor.formFactor_width
-- 'SubbandFormFactor.formFactor_width' depends on axioms: [propext, Classical.choice, Quot.sound]
#print axioms SubbandFormFactor.formFactor_crossover
-- 'SubbandFormFactor.formFactor_crossover' depends on axioms: [propext, Classical.choice, Quot.sound]
```
